# Half-integer levels and no zero mode for a one-dimensional massless Dirac particle between infinite-mass walls of equal sign

A simple model of the gap that confinement opens in a narrow channel with linearly crossing bands closes the channel with infinite-mass walls of equal sign. It places the lowest electron level at $\pi v/(2L)$ and the highest hole level at $-\pi v/(2L)$, where $L$ is the width and $v$ the band velocity, with $\hbar = 1$ and energies measured from the band crossing. The allowed wavenumbers are half-integer multiples of $\pi/L$, whereas a Schrödinger particle between hard walls has positive integer multiples. Other kinds of edge can give other levels.

The problem is to find the real energies $E$ for which a two-component envelope function $\psi = (\psi_1, \psi_2)$ satisfies

$$-i v\,\sigma_x \psi' = E\psi \quad\text{on } [0,L], \qquad \psi_2(0) = -i\psi_1(0), \qquad \psi_2(L) = i\psi_1(L),$$

without vanishing identically. For $v, L > 0$ the answer is $E = \pi v(n+\tfrac12)/L$ with $n$ any integer. In k·p theory this gives the size quantisation of a linear band crossing between such walls, for a single non-interacting particle moving in one dimension.

```lean
import Mathlib

open Complex (I)
open Matrix Set

namespace InfiniteMassConfinement

noncomputable section
```

## The equation and its walls

The matrix $\sigma_x$ couples the two components. Lean counts them from zero, so `ψ x 0` is $\psi_1(x)$ and `ψ x 1` is $\psi_2(x)$.

```lean
/-- The Pauli matrix `σₓ`. -/
def sigmaX : Matrix (Fin 2) (Fin 2) ℂ := !![0, 1; 1, 0]
```

The equation is imposed at every point of the closed interval, with one-sided derivatives at the ends. In the definition, `φ` is the derivative $\psi'(x)$. The spinor is a function on the whole real line, but its values outside $[0,L]$ play no role.

```lean
/-- The spinor `ψ` is differentiable on `[0, L]` (one-sidedly at the ends) and satisfies the
Dirac equation `-i v σₓ ψ' = E ψ` there. -/
def SolvesDirac (v L E : ℝ) (ψ : ℝ → Fin 2 → ℂ) : Prop :=
  ∀ x ∈ Icc 0 L, ∃ φ : Fin 2 → ℂ, HasDerivWithinAt ψ φ (Icc 0 L) x ∧
    (-(I * (v : ℂ)) : ℂ) • (sigmaX *ᵥ φ) = (E : ℂ) • ψ x
```

The wall conditions stand for a large mass term $M\sigma_z$ outside the channel. When $M$ is much larger than $|E|$, the solution on the left decays as $e^{Mx/v}$. The first row of the equation then reads $-iM\psi_2 + M\psi_1 = 0$, which is $\psi_2 = -i\psi_1$. On the right the decay is $e^{-M(x-L)/v}$, and the same row gives $\psi_2 = i\psi_1$. The limit $M \to \infty$ is the step from a real barrier to this model, and it is assumed here: the wall conditions enter as hypotheses.

The right wall is written with a real parameter $\tau$, as $\psi_2(L) = i\tau\psi_1(L)$. Equal masses on both sides correspond to $\tau = 1$, opposite masses to $\tau = -1$. This $\tau$ is a wall parameter and not the valley index that often carries the letter. For every real $\tau$ the current $v\,\psi^\dagger\sigma_x\psi = 2v\,\mathrm{Re}(\psi_1^*\psi_2)$ vanishes at the wall.

A confined state must also be nonzero somewhere in $[0,L]$. No normalisation is demanded.

```lean
/-- A confined state of energy `E`: a nonzero solution of the Dirac equation on `[0, L]` with
`ψ₂(0) = -i ψ₁(0)` at the left wall and `ψ₂(L) = i τ ψ₁(L)` at the right wall. -/
structure IsConfined (v L E τ : ℝ) (ψ : ℝ → Fin 2 → ℂ) : Prop where
  dirac : SolvesDirac v L E ψ
  left : ψ 0 1 = -I * ψ 0 0
  right : ψ L 1 = I * (τ : ℂ) * ψ L 0
  nonzero : ∃ x ∈ Icc 0 L, ψ x ≠ 0
```

## Plane waves in the sum and difference

Write $E = vk$, where $k$ may have either sign. The solution that fits the left wall will turn out to be a multiple of

$$\bigl(\cos kx + \sin kx,\; i(\sin kx - \cos kx)\bigr).$$

Its density is $(\cos kx + \sin kx)^2 + (\sin kx - \cos kx)^2 = 2$ at every $x$, so the normalised state is this spinor divided by $\sqrt{2L}$.

```lean
/-- The standing wave `(cos kx + sin kx, i (sin kx - cos kx))`. -/
def mode (k x : ℝ) : Fin 2 → ℂ :=
  ![(Real.cos (k * x) : ℂ) + (Real.sin (k * x) : ℂ),
    I * ((Real.sin (k * x) : ℂ) - (Real.cos (k * x) : ℂ))]
```

To split the equation into components, one uses $\sigma_x(\varphi_1, \varphi_2) = (\varphi_2, \varphi_1)$, checked entry by entry.

```lean
/-- The matrix `σₓ` exchanges the two spinor components. -/
theorem sigmaX_mulVec (φ : Fin 2 → ℂ) : sigmaX *ᵥ φ = ![φ 1, φ 0] := by
  ext j
  fin_cases j <;> simp [sigmaX, Matrix.mulVec, dotProduct, Fin.sum_univ_two]
```

The components then read $-iv\psi_2' = vk\psi_1$ and $-iv\psi_1' = vk\psi_2$. Dividing by $-iv$ gives

$$\psi_1' = ik\psi_2, \qquad \psi_2' = ik\psi_1, \qquad (\psi_1 \pm \psi_2)' = \pm ik(\psi_1 \pm \psi_2).$$

Each combination obeys an equation of the form $f' = cf$. To solve it, differentiate

$$\bigl(e^{-cx}f\bigr)' = e^{-cx}(f' - cf) = 0.$$

The product is therefore constant on the interval, and $f(x) = e^{cx}f(0)$. In Lean the constancy comes from the mean value inequality on a convex set, with zero as the bound on the derivative.

```lean
/-- An amplitude obeying `f' = c f` on `[0, L]` is `f(x) = exp(c x) f(0)` there. -/
theorem eq_exp_of_deriv {L : ℝ} {c : ℂ} {f : ℝ → ℂ}
    (hf : ∀ x ∈ Icc 0 L, HasDerivWithinAt f (c * f x) (Icc 0 L) x)
    {x : ℝ} (hx : x ∈ Icc 0 L) : f x = Complex.exp (c * x) * f 0 := by
  -- the product exp(-c y) f(y) has zero derivative
  have hg : ∀ y ∈ Icc 0 L,
      HasDerivWithinAt (fun y : ℝ => Complex.exp (-(c * y)) * f y) 0 (Icc 0 L) y := by
    intro y hy
    have h1 : HasDerivAt (fun y : ℝ => c * (y : ℂ)) c y := by
      simpa using (hasDerivAt_id' y).ofReal_comp.const_mul c
    exact (h1.fun_neg.cexp.hasDerivWithinAt.fun_mul (hf y hy)).congr_deriv (by ring)
  have h : ‖Complex.exp (-(c * x)) * f x - Complex.exp (-(c * (0 : ℝ))) * f 0‖
      ≤ 0 * ‖x - 0‖ :=
    Convex.norm_image_sub_le_of_norm_hasDerivWithin_le (f' := fun _ => (0 : ℂ)) hg
      (by simp) (convex_Icc 0 L) ⟨le_rfl, hx.1.trans hx.2⟩ hx
  have h' : Complex.exp (-(c * x)) * f x = f 0 := by
    rw [zero_mul] at h
    have h2 := sub_eq_zero.mp (norm_le_zero_iff.mp h)
    simpa using h2
  calc f x = Complex.exp (c * x) * (Complex.exp (-(c * x)) * f x) := by
        rw [← mul_assoc, ← Complex.exp_add]; simp
    _ = _ := by rw [h']
```

That the standing wave solves the Dirac equation is seen by differentiating it:

$$\psi' = \bigl(k(\cos kx - \sin kx),\; ik(\cos kx + \sin kx)\bigr).$$

Exchanging the entries and multiplying by $-iv$ gives

$$\bigl(vk(\cos kx + \sin kx),\; ivk(\sin kx - \cos kx)\bigr) = vk\,\psi.$$

The proof supplies this derivative explicitly and compares the two components, using $i^2 = -1$ in the first.

```lean
/-- The standing wave of wavenumber `k` solves the Dirac equation with energy `E = v k`. -/
theorem mode_solves (v L k : ℝ) : SolvesDirac v L (v * k) (mode k) := by
  intro x _
  have hk : HasDerivAt (fun y : ℝ => k * y) k x := by
    simpa using (hasDerivAt_id' x).const_mul k
  have hC := hk.cos.ofReal_comp
  have hS := hk.sin.ofReal_comp
  have h0 : HasDerivAt (fun y : ℝ => (Real.cos (k * y) : ℂ) + (Real.sin (k * y) : ℂ))
      (k * ((Real.cos (k * x) : ℂ) - (Real.sin (k * x) : ℂ))) x :=
    (hC.fun_add hS).congr_deriv (by push_cast; ring)
  have h1 : HasDerivAt (fun y : ℝ => I * ((Real.sin (k * y) : ℂ) - (Real.cos (k * y) : ℂ)))
      (I * (k * ((Real.cos (k * x) : ℂ) + (Real.sin (k * x) : ℂ)))) x :=
    ((hS.fun_sub hC).const_mul I).congr_deriv (by push_cast; ring)
  refine ⟨![k * ((Real.cos (k * x) : ℂ) - (Real.sin (k * x) : ℂ)),
    I * (k * ((Real.cos (k * x) : ℂ) + (Real.sin (k * x) : ℂ)))], ?_, ?_⟩
  · refine hasDerivWithinAt_pi.mpr fun j => ?_
    fin_cases j
    · exact h0.hasDerivWithinAt
    · exact h1.hasDerivWithinAt
  · rw [sigmaX_mulVec, Complex.ofReal_mul]
    ext j
    fin_cases j
    · change -(I * (v : ℂ)) * (I * (k * ((Real.cos (k * x) : ℂ) + (Real.sin (k * x) : ℂ))))
        = (v : ℂ) * k * ((Real.cos (k * x) : ℂ) + (Real.sin (k * x) : ℂ))
      linear_combination
        (-((v : ℂ) * k * ((Real.cos (k * x) : ℂ) + (Real.sin (k * x) : ℂ)))) * Complex.I_sq
    · change -(I * (v : ℂ)) * (k * ((Real.cos (k * x) : ℂ) - (Real.sin (k * x) : ℂ)))
        = (v : ℂ) * k * (I * ((Real.sin (k * x) : ℂ) - (Real.cos (k * x) : ℂ)))
      ring
```

Conversely, let $\psi$ be any solution with $\psi_2(0) = -i\psi_1(0)$, and put $a = \psi_1(0)$. The two plane waves are

$$\psi_1 + \psi_2 = a(1-i)e^{ikx}, \qquad \psi_1 - \psi_2 = a(1+i)e^{-ikx}.$$

Half their sum and half their difference are

$$\psi_1 = a(\cos kx + \sin kx), \qquad \psi_2 = ia(\sin kx - \cos kx).$$

The left wall thus leaves a single free amplitude, and no level can be degenerate. In the proof, `hc` holds the component equations, `hs` and `hd` are the two plane waves, and the final `linear_combination` steps form the half-sum and half-difference.

```lean
/-- For `v > 0`, every solution of energy `v k` that meets the left wall condition is `ψ₁(0)` times
the standing wave of wavenumber `k` on `[0, L]`. -/
theorem solution_eq_mode {v L k : ℝ} (hv : 0 < v) {ψ : ℝ → Fin 2 → ℂ}
    (h : SolvesDirac v L (v * k) ψ) (h0 : ψ 0 1 = -I * ψ 0 0) {x : ℝ} (hx : x ∈ Icc 0 L) :
    ψ x = ψ 0 0 • mode k x := by
  have hv' : (v : ℂ) ≠ 0 := Complex.ofReal_ne_zero.mpr hv.ne'
  -- the Dirac equation in components
  have hc : ∀ y ∈ Icc 0 L,
      HasDerivWithinAt (fun y => ψ y 0) (I * k * ψ y 1) (Icc 0 L) y ∧
      HasDerivWithinAt (fun y => ψ y 1) (I * k * ψ y 0) (Icc 0 L) y := by
    intro y hy
    obtain ⟨φ, hφ, he⟩ := h y hy
    rw [sigmaX_mulVec, Complex.ofReal_mul] at he
    have e0 : -(I * (v : ℂ)) * φ 1 = (v : ℂ) * k * ψ y 0 := congrFun he 0
    have e1 : -(I * (v : ℂ)) * φ 0 = (v : ℂ) * k * ψ y 1 := congrFun he 1
    have p := hasDerivWithinAt_pi.mp hφ
    exact ⟨(p 0).congr_deriv (mul_left_cancel₀ hv'
        (by linear_combination I * e1 + v * φ 0 * Complex.I_sq)),
      (p 1).congr_deriv (mul_left_cancel₀ hv'
        (by linear_combination I * e0 + v * φ 1 * Complex.I_sq))⟩
  -- ψ₁ + ψ₂ and ψ₁ - ψ₂ are plane waves running in opposite directions
  have hs : ψ x 0 + ψ x 1 = Complex.exp (I * k * x) * (ψ 0 0 + ψ 0 1) :=
    eq_exp_of_deriv (f := fun y => ψ y 0 + ψ y 1)
      (fun y hy => ((hc y hy).1.fun_add (hc y hy).2).congr_deriv (by ring)) hx
  have hd : ψ x 0 - ψ x 1 = Complex.exp (-(I * k) * x) * (ψ 0 0 - ψ 0 1) :=
    eq_exp_of_deriv (f := fun y => ψ y 0 - ψ y 1)
      (fun y hy => ((hc y hy).1.fun_sub (hc y hy).2).congr_deriv (by ring)) hx
  have e1 : Complex.exp (I * k * x)
      = (Real.cos (k * x) : ℂ) + (Real.sin (k * x) : ℂ) * I := by
    push_cast
    rw [← Complex.exp_mul_I]
    congr 1
    ring
  have e2 : Complex.exp (-(I * k) * x)
      = (Real.cos (k * x) : ℂ) - (Real.sin (k * x) : ℂ) * I := by
    push_cast
    rw [show -(I * (k : ℂ)) * x = (-((k : ℂ) * x)) * I by ring, Complex.exp_mul_I,
      Complex.cos_neg, Complex.sin_neg]
    ring
  rw [e1, h0] at hs
  rw [e2, h0] at hd
  ext j
  fin_cases j
  · change ψ x 0 = ψ 0 0 * ((Real.cos (k * x) : ℂ) + (Real.sin (k * x) : ℂ))
    linear_combination (hs + hd) / 2 - (Real.sin (k * x) : ℂ) * ψ 0 0 * Complex.I_sq
  · change ψ x 1 = ψ 0 0 * (I * ((Real.sin (k * x) : ℂ) - (Real.cos (k * x) : ℂ)))
    linear_combination (hs - hd) / 2
```

## The right wall selects the wavenumber

Inserting this solution into $\psi_2(L) = i\tau\psi_1(L)$ gives

$$ia(\sin kL - \cos kL) = i\tau a(\cos kL + \sin kL).$$

If $a$ were zero, $\psi$ would vanish throughout $[0,L]$, so a confined state has $a \neq 0$, and the factor $ia$ cancels:

$$\sin kL - \cos kL = \tau(\cos kL + \sin kL).$$

When this equation holds, the standing wave itself is a confined state. It meets both walls, and its first component equals $1$ at $x = 0$. The two halves of the proof follow these two directions.

```lean
/-- Secular equation: for `v, L > 0` a confined state of energy `v k` exists exactly when
`sin kL - cos kL = τ (cos kL + sin kL)`. -/
theorem secular_equation {v L : ℝ} (hv : 0 < v) (hL : 0 < L) (k τ : ℝ) :
    (∃ ψ, IsConfined v L (v * k) τ ψ) ↔
      Real.sin (k * L) - Real.cos (k * L) = τ * (Real.cos (k * L) + Real.sin (k * L)) := by
  constructor
  · rintro ⟨ψ, h⟩
    obtain ⟨x, hx, hne⟩ := h.nonzero
    have ha : ψ 0 0 ≠ 0 := by
      intro ha
      apply hne
      rw [solution_eq_mode hv h.dirac h.left hx, ha, zero_smul]
    have hm := solution_eq_mode hv h.dirac h.left (x := L) ⟨hL.le, le_rfl⟩
    have p0 : ψ L 0 = ψ 0 0 * ((Real.cos (k * L) : ℂ) + (Real.sin (k * L) : ℂ)) :=
      congrFun hm 0
    have p1 : ψ L 1 = ψ 0 0 * (I * ((Real.sin (k * L) : ℂ) - (Real.cos (k * L) : ℂ))) :=
      congrFun hm 1
    have hr := h.right
    rw [p0, p1] at hr
    -- cancel the nonzero amplitude
    have hq : (Real.sin (k * L) : ℂ) - (Real.cos (k * L) : ℂ)
        = τ * ((Real.cos (k * L) : ℂ) + (Real.sin (k * L) : ℂ)) :=
      mul_left_cancel₀ (mul_ne_zero ha Complex.I_ne_zero) (by linear_combination hr)
    exact_mod_cast hq
  · intro h
    have hq : (Real.sin (k * L) : ℂ) - (Real.cos (k * L) : ℂ)
        = τ * ((Real.cos (k * L) : ℂ) + (Real.sin (k * L) : ℂ)) := by exact_mod_cast h
    refine ⟨mode k, mode_solves v L k, by simp [mode], ?_, 0, ⟨le_rfl, hL.le⟩, ?_⟩
    · change I * ((Real.sin (k * L) : ℂ) - (Real.cos (k * L) : ℂ))
        = I * τ * ((Real.cos (k * L) : ℂ) + (Real.sin (k * L) : ℂ))
      linear_combination I * hq
    · intro h0
      have h1 := congrFun h0 0
      simp [mode] at h1
```

For $\tau = 1$ the sines cancel and $\cos kL = 0$ remains. Hence $kL = \pi(n + \tfrac12)$, and

$$E = vk = \frac{\pi v(n+\tfrac12)}{L}, \qquad n \in \mathbb{Z}.$$

The theorem is an equivalence: each of these energies belongs to a confined state, and no other real energy does. Its proof applies the secular equation at $k = E/v$, uses the known zeros of the cosine, and clears the denominators.

```lean
/-- Infinite-mass confinement: for `v, L > 0` and walls `ψ₂(0) = -i ψ₁(0)`, `ψ₂(L) = i ψ₁(L)`,
the energies of the confined states are exactly `π v (n + 1/2) / L` with `n` an integer. -/
theorem infinite_mass_levels {v L : ℝ} (hv : 0 < v) (hL : 0 < L) (E : ℝ) :
    (∃ ψ, IsConfined v L E 1 ψ) ↔ ∃ n : ℤ, E = Real.pi * v * (n + 1 / 2) / L := by
  have key := secular_equation hv hL (E / v) 1
  have hE : v * (E / v) = E := by field_simp
  rw [hE] at key
  have hcos : Real.sin (E / v * L) - Real.cos (E / v * L)
      = 1 * (Real.cos (E / v * L) + Real.sin (E / v * L)) ↔ Real.cos (E / v * L) = 0 :=
    ⟨fun h => by linarith, fun h => by linarith⟩
  rw [key, hcos, Real.cos_eq_zero_iff]
  refine exists_congr fun n => ?_
  rw [div_mul_eq_mul_div, div_eq_iff hv.ne', eq_div_iff hL.ne']
  constructor <;> intro h <;> linear_combination h
```

## The gap around zero energy

For an integer $n \ge 0$ we have $n + \tfrac12 \ge \tfrac12$, and for $n \le -1$ we have $n + \tfrac12 \le -\tfrac12$. Every level therefore satisfies

$$|E| \ge \frac{\pi v}{2L}.$$

The values $n = 0$ and $n = -1$ attain the bound. The name `confinement_gap` refers to this distance from zero energy; the gap between the lowest electron level and the highest hole level is twice as large, $\pi v/L$. The proof treats the two signs of $n$ separately.

```lean
/-- For `v, L > 0` every state confined by the walls `ψ₂(0) = -i ψ₁(0)`, `ψ₂(L) = i ψ₁(L)` has
`|E| ≥ π v / (2 L)`. -/
theorem confinement_gap {v L E : ℝ} (hv : 0 < v) (hL : 0 < L) {ψ : ℝ → Fin 2 → ℂ}
    (h : IsConfined v L E 1 ψ) : Real.pi * v / (2 * L) ≤ |E| := by
  obtain ⟨n, hn⟩ := (infinite_mass_levels hv hL E).mp ⟨ψ, h⟩
  have hc : 0 < Real.pi * v / L := by positivity
  have e1 : E = Real.pi * v / L * (n + 1 / 2) := by rw [hn]; ring
  have e2 : Real.pi * v / (2 * L) = Real.pi * v / L / 2 := by ring
  rw [e2]
  rcases le_or_gt 0 n with h0 | h0
  · have h1 : (0 : ℝ) ≤ n := by exact_mod_cast h0
    exact le_abs.mpr (Or.inl (by nlinarith [mul_nonneg hc.le h1]))
  · have h1 : (n : ℝ) ≤ -1 := by exact_mod_cast (by omega : n ≤ -1)
    have h2 : (0 : ℝ) ≤ -(n : ℝ) - 1 := by linarith
    exact le_abs.mpr (Or.inr (by nlinarith [mul_nonneg hc.le h2]))
```

Zero energy would require $0 \ge \pi v/(2L)$, which is false for $v, L > 0$. These walls admit no zero mode.

```lean
/-- For `v, L > 0` the walls `ψ₂(0) = -i ψ₁(0)`, `ψ₂(L) = i ψ₁(L)` admit no confined state of zero
energy. -/
theorem no_zero_mode {v L : ℝ} (hv : 0 < v) (hL : 0 < L) :
    ¬ ∃ ψ, IsConfined v L 0 1 ψ := by
  rintro ⟨ψ, h⟩
  have h1 := confinement_gap hv hL h
  have h2 : 0 < Real.pi * v / (2 * L) := by positivity
  rw [abs_zero] at h1
  linarith
```

## Opposite masses bring the zero mode back

The absence of a zero mode depends on the relative sign of the walls. If the right wall has the opposite mass, then $\tau = -1$, and the cosines cancel in the secular equation. What remains is $\sin kL = 0$, so $kL = \pi n$ and

$$E = \frac{\pi v n}{L}, \qquad n \in \mathbb{Z}.$$

At $n = 0$ the state is the constant spinor $(1, -i)/\sqrt{2L}$, which satisfies $\psi_2 = -i\psi_1$ at both ends. A sign error at one wall of a simulation of this channel therefore shifts the whole ladder by half a spacing and puts a state in the middle of the gap. The proof is that of the half-integer case, with the zeros of the sine in place of those of the cosine.

```lean
/-- For `v, L > 0` and walls `ψ₂(0) = -i ψ₁(0)`, `ψ₂(L) = -i ψ₁(L)`, the energies of the confined
states are exactly `π v n / L` with `n` an integer, zero included. -/
theorem reversed_wall_levels {v L : ℝ} (hv : 0 < v) (hL : 0 < L) (E : ℝ) :
    (∃ ψ, IsConfined v L E (-1) ψ) ↔ ∃ n : ℤ, E = Real.pi * v * n / L := by
  have key := secular_equation hv hL (E / v) (-1)
  have hE : v * (E / v) = E := by field_simp
  rw [hE] at key
  have hsin : Real.sin (E / v * L) - Real.cos (E / v * L)
      = -1 * (Real.cos (E / v * L) + Real.sin (E / v * L)) ↔ Real.sin (E / v * L) = 0 :=
    ⟨fun h => by linarith, fun h => by linarith⟩
  rw [key, hsin, Real.sin_eq_zero_iff]
  refine exists_congr fun n => ?_
  rw [eq_comm (a := (n : ℝ) * Real.pi), div_mul_eq_mul_div, div_eq_iff hv.ne',
    eq_div_iff hL.ne']
  constructor <;> intro h <;> linear_combination h

end

end InfiniteMassConfinement
```

```lean
#print axioms InfiniteMassConfinement.infinite_mass_levels
#print axioms InfiniteMassConfinement.no_zero_mode
#print axioms InfiniteMassConfinement.reversed_wall_levels
```

```
'InfiniteMassConfinement.infinite_mass_levels' depends on axioms: [propext, Classical.choice, Quot.sound]
'InfiniteMassConfinement.no_zero_mode' depends on axioms: [propext, Classical.choice, Quot.sound]
'InfiniteMassConfinement.reversed_wall_levels' depends on axioms: [propext, Classical.choice, Quot.sound]
```

## The same problem as an operator on square-integrable spinors

The statement could also have been modelled with the operator $-iv\sigma_x\,d/dx$ on $L^2([0,L];\mathbb{C}^2)$, its domain being the spinors with a square-integrable weak derivative that satisfy both wall conditions. The eigenvalues would be the same. The reality of $E$, assumed above by taking $E$ as a real number, would then follow from the symmetry of the operator. The theorem could also speak of the whole spectrum instead of the energies that have a solution, but this would require an argument that the spectrum consists of eigenvalues only, for example by constructing the resolvent.
